# For a C¹ potential on an interval, the overdamped committor problem has exactly one solution, a ratio of barrier integrals

To get a committor from a one-dimensional potential U, tabulate exp(βU) on a grid from a to b, accumulate its integral from the left, and divide every entry by the last one. The entry at x is then read as the probability that overdamped motion started at x reaches b before a, and the place where it equals 1/2 is taken as the transition state.

In code, the maximum of U is subtracted before exponentiating, to avoid overflow. This multiplies numerator and denominator by the same factor and leaves the ratio unchanged. For simulation practice, the formula supplies a reference curve for committors estimated from trajectories, provided that the motion is one-dimensional and overdamped with a constant diffusion coefficient.

In Lean 4 with Mathlib:

```lean
import Mathlib

open Set MeasureTheory

namespace OverdampedCommittor

noncomputable section
```

## From the motion to a boundary problem

Let D > 0 be the constant diffusion coefficient and β = 1/(k_B T) the inverse temperature. In a short time dt the particle drifts by −βDU'(x) dt on average and spreads with variance 2D dt. The probability q(x) of reaching b first must equal its own average after that short time:

q(x) = q(x) + D [q''(x) − βU'(x) q'(x)] dt + smaller terms.

The bracket therefore vanishes. A particle at a has already failed and one at b has already succeeded, so

q'' = βU'q' on (a,b), q(a) = 0, q(b) = 1.

This passage from random motion to a differential equation is the physical input; the theorems start from the boundary problem. The candidate solution is built from the barrier integral

I(x) = ∫ₐˣ exp(βU(y)) dy.

```lean
/-- The barrier integral `∫ₐˣ exp(βU)` of a potential `U` at inverse temperature `β`. -/
def barrierIntegral (β : ℝ) (U : ℝ → ℝ) (a x : ℝ) : ℝ :=
  ∫ y in a..x, Real.exp (β * U y)
```

Write Z = I(b) for the full barrier integral. The committor formula is

q(x) = I(x)/Z.

```lean
/-- The committor formula `∫ₐˣ exp(βU) / ∫ₐᵇ exp(βU)`, meant for `a < b` and `U` continuous
on `[a,b]`, where the denominator is positive. -/
def committor (β : ℝ) (U : ℝ → ℝ) (a b x : ℝ) : ℝ :=
  barrierIntegral β U a x / barrierIntegral β U a b
```

The boundary problem is stated separately, for an arbitrary function. `SolvesBackward` requires C² regularity on the closed interval `Icc a b`, the differential equation on the open interval `Ioo a b`, and the two boundary values. The equation is imposed only inside because `deriv` is a two-sided derivative, which at an endpoint would depend on values beyond the interval.

```lean
/-- The boundary problem for overdamped motion: `q` is C² on `[a,b]`, satisfies
`q'' = β U' q'` in the interior, and has `q(a) = 0` and `q(b) = 1`. -/
structure SolvesBackward (β : ℝ) (U : ℝ → ℝ) (a b : ℝ) (q : ℝ → ℝ) : Prop where
  smooth : ContDiffOn ℝ 2 q (Icc a b)
  ode : ∀ x ∈ Ioo a b, deriv (deriv q) x = β * deriv U x * deriv q x
  left : q a = 0
  right : q b = 1
```

## The formula solves the problem

Since U is continuous, so is exp(βU), and the fundamental theorem of calculus gives

I'(x) = exp(βU(x)),

with one-sided derivatives at a and b. `HasDerivWithinAt` expresses exactly this. Here β is declared as any real number: the mathematics never uses its sign, and the physical case β > 0 is included.

```lean
variable {U : ℝ → ℝ} {a b : ℝ} (β : ℝ)

/-- For `U` continuous on `[a,b]`, the barrier integral has derivative `exp(βU)` on `[a,b]`,
one-sided at the endpoints. -/
theorem barrierIntegral_hasDerivWithinAt (hU : ContinuousOn U (Icc a b))
    {x : ℝ} (hx : x ∈ Icc a b) :
    HasDerivWithinAt (barrierIntegral β U a) (Real.exp (β * U x)) (Icc a b) x := by
  have hw : ContinuousOn (fun y => Real.exp (β * U y)) (Icc a b) :=
    (continuousOn_const.mul hU).rexp
  have hint : IntervalIntegrable (fun y => Real.exp (β * U y)) volume a x :=
    (hw.mono (Icc_subset_Icc_right hx.2)).intervalIntegrable_of_Icc hx.1
  have : Fact (x ∈ Icc a b) := ⟨hx⟩
  exact intervalIntegral.integral_hasDerivWithinAt_right hint
    (hw.stronglyMeasurableAtFilter_nhdsWithin measurableSet_Icc x) (hw x hx)
```

The integrand is positive and a < b, so Z > 0 and the division is legitimate.

```lean
/-- For `a < b` and `U` continuous on `[a,b]`, the full barrier integral is positive. -/
theorem barrierIntegral_pos (hab : a < b) (hU : ContinuousOn U (Icc a b)) :
    0 < barrierIntegral β U a b := by
  have hw : ContinuousOn (fun y => Real.exp (β * U y)) (Icc a b) :=
    (continuousOn_const.mul hU).rexp
  exact intervalIntegral.intervalIntegral_pos_of_pos_on
    (hw.intervalIntegrable_of_Icc hab.le) (fun x _ => Real.exp_pos _) hab
```

Dividing by the constant Z and differentiating once more,

q'(x) = exp(βU(x))/Z,

q''(x) = βU'(x) exp(βU(x))/Z = βU'(x) q'(x).

The boundary values are q(a) = 0/Z = 0 and q(b) = Z/Z = 1. As U is C¹ on [a,b], q' is C¹ there too, and q is C².

The proof has four parts, one for each field of `SolvesBackward`. For the regularity, being C² is reduced to having a C¹ first derivative. For the equation, the formula for q' is known throughout a neighbourhood of each interior point (`hev`), which is what permits differentiating it again.

```lean
/-- For `a < b` and `U` of class C¹ on `[a,b]`, the committor formula solves the
boundary problem. -/
theorem committor_solves (hab : a < b) (hU : ContDiffOn ℝ 1 U (Icc a b)) :
    SolvesBackward β U a b (committor β U a b) := by
  have hZ := barrierIntegral_pos β hab hU.continuousOn
  have hd : ∀ x ∈ Icc a b, HasDerivWithinAt (committor β U a b)
      (Real.exp (β * U x) / barrierIntegral β U a b) (Icc a b) x := fun x hx =>
    (barrierIntegral_hasDerivWithinAt β hU.continuousOn hx).div_const _
  refine ⟨?_, ?_, ?_, ?_⟩
  · -- the first derivative is a C¹ function, so the committor is C²
    rw [show (2 : WithTop ℕ∞) = 1 + 1 from one_add_one_eq_two.symm,
      contDiffOn_succ_iff_derivWithin (uniqueDiffOn_Icc hab)]
    refine ⟨fun x hx => (hd x hx).differentiableWithinAt,
      fun h => absurd h WithTop.one_ne_top, ?_⟩
    have hs : ContDiffOn ℝ 1
        (fun x => Real.exp (β * U x) / barrierIntegral β U a b) (Icc a b) :=
      (contDiffOn_const.mul hU).exp.div_const _
    exact hs.congr fun x hx => (hd x hx).derivWithin (uniqueDiffOn_Icc hab x hx)
  · intro x hx
    have hd' : ∀ y ∈ Ioo a b, deriv (committor β U a b) y
        = Real.exp (β * U y) / barrierIntegral β U a b := fun y hy =>
      ((hd y (Ioo_subset_Icc_self hy)).hasDerivAt (Icc_mem_nhds hy.1 hy.2)).deriv
    have hev : deriv (committor β U a b) =ᶠ[nhds x]
        fun y => Real.exp (β * U y) / barrierIntegral β U a b :=
      Filter.eventually_of_mem (Ioo_mem_nhds hx.1 hx.2) hd'
    have hUx : HasDerivAt U (deriv U x) x :=
      ((hU.differentiableOn (by norm_num)).differentiableAt
        (Icc_mem_nhds hx.1 hx.2)).hasDerivAt
    have h2 : HasDerivAt (fun y => Real.exp (β * U y) / barrierIntegral β U a b)
        (Real.exp (β * U x) * (β * deriv U x) / barrierIntegral β U a b) x :=
      (hUx.const_mul β).exp.div_const _
    rw [hev.deriv_eq, h2.deriv, hd' x hx]
    ring
  · simp [committor, barrierIntegral]
  · exact div_self hZ.ne'
```

## No other solution exists

Uniqueness twice uses the fact that a function g with zero derivative is constant. By the mean value theorem, for u < v there is a point ξ between them with

g(v) − g(u) = (v − u) g'(ξ) = 0.

For u = v there is nothing to prove.

```lean
/-- A function continuous on `[u,v]` with zero derivative inside takes equal values at the
two ends. -/
theorem eq_of_deriv_zero {g : ℝ → ℝ} {u v : ℝ} (huv : u ≤ v)
    (hc : ContinuousOn g (Icc u v)) (hd : ∀ x ∈ Ioo u v, HasDerivAt g 0 x) : g v = g u := by
  rcases huv.eq_or_lt with h | h
  · rw [h]
  · obtain ⟨c, _, hs⟩ := exists_hasDerivAt_eq_slope g (fun _ => 0) h hc hd
    have hs' : (g v - g u) / (v - u) = 0 := hs.symm
    rcases div_eq_zero_iff.mp hs' with h' | h' <;> linarith
```

Now let f be any solution of the boundary problem, and define its flux

J(x) = exp(−βU(x)) f'(x).

For the committor this is, up to constant factors, the steady current carried by transition paths. Its derivative is

J' = exp(−βU) (−βU'f' + f'') = 0

by the differential equation, so J takes the same value at all interior points. In the proof, `hd` is this product-rule computation, and `key` applies the previous lemma to an ordered pair of points. The last lines deal with the two possible orders.

```lean
/-- For `U` of class C¹ on `[a,b]`, every solution `f` of the boundary problem has the same
flux `exp(-βU) f'` at all interior points. -/
theorem flux_constant (hU : ContDiffOn ℝ 1 U (Icc a b)) {f : ℝ → ℝ}
    (hf : SolvesBackward β U a b f) {x y : ℝ} (hx : x ∈ Ioo a b) (hy : y ∈ Ioo a b) :
    Real.exp (-(β * U x)) * deriv f x = Real.exp (-(β * U y)) * deriv f y := by
  have hs := hf.smooth.mono Ioo_subset_Icc_self
  rw [show (2 : WithTop ℕ∞) = 1 + 1 from one_add_one_eq_two.symm,
    contDiffOn_succ_iff_deriv_of_isOpen isOpen_Ioo] at hs
  -- by the differential equation for `f`, the flux has zero derivative
  have hd : ∀ z ∈ Ioo a b,
      HasDerivAt (fun z => Real.exp (-(β * U z)) * deriv f z) 0 z := by
    intro z hz
    have hUz : HasDerivAt U (deriv U z) z :=
      ((hU.differentiableOn (by norm_num)).differentiableAt
        (Icc_mem_nhds hz.1 hz.2)).hasDerivAt
    have hfz : HasDerivAt (deriv f) (deriv (deriv f) z) z :=
      ((hs.2.2.differentiableOn (by norm_num)).differentiableAt
        (Ioo_mem_nhds hz.1 hz.2)).hasDerivAt
    have h : HasDerivAt (fun z => Real.exp (-(β * U z)) * deriv f z)
        (Real.exp (-(β * U z)) * (-(β * deriv U z)) * deriv f z
          + Real.exp (-(β * U z)) * deriv (deriv f) z) z :=
      (hUz.const_mul β).fun_neg.exp.fun_mul hfz
    refine h.congr_deriv ?_
    rw [hf.ode z hz]
    ring
  have key : ∀ u ∈ Ioo a b, ∀ v ∈ Ioo a b, u ≤ v →
      Real.exp (-(β * U v)) * deriv f v = Real.exp (-(β * U u)) * deriv f u := by
    intro u hu v hv huv
    exact eq_of_deriv_zero (g := fun z => Real.exp (-(β * U z)) * deriv f z) huv
      (fun z hz => (hd z ⟨hu.1.trans_le hz.1, hz.2.trans_lt hv.2⟩).continuousAt.continuousWithinAt)
      (fun z hz => hd z ⟨hu.1.trans hz.1, hz.2.trans hv.2⟩)
  rcases le_total x y with h | h
  · exact (key x hx y hy h).symm
  · exact key y hy x hx h
```

Let c be the value of J at the midpoint m = (a+b)/2. Constant flux means f'(x) = c exp(βU(x)) for every interior x, hence

(f − cI)' = c exp(βU) − c exp(βU) = 0.

The function f − cI is continuous up to the endpoints and vanishes at a, because f(a) = 0 and I(a) = 0. Therefore f(x) = c I(x) on all of [a,b]. At x = b this reads 1 = cZ, so c = 1/Z and

f(x) = I(x)/Z = q(x).

The theorem joins existence and uniqueness. `EqOn` says that f and q agree on [a,b]; what a solution does elsewhere on the real line is left free, and nothing is assumed about U there either. The steps labelled `hd`, `hval` and `hb` are the zero derivative, the identity f = cI and the condition at b.

```lean
/-- For `a < b` and `U` of class C¹ on `[a,b]`, the committor formula solves the boundary
problem, and every solution agrees with it on `[a,b]`. -/
theorem committor_unique_solution (hab : a < b) (hU : ContDiffOn ℝ 1 U (Icc a b)) :
    SolvesBackward β U a b (committor β U a b) ∧
      ∀ f, SolvesBackward β U a b f → EqOn f (committor β U a b) (Icc a b) := by
  refine ⟨committor_solves β hab hU, fun f hf x hx => ?_⟩
  have hm : (a + b) / 2 ∈ Ioo a b := ⟨by linarith, by linarith⟩
  obtain ⟨c, hc⟩ : ∃ c, c = Real.exp (-(β * U ((a + b) / 2))) * deriv f ((a + b) / 2) :=
    ⟨_, rfl⟩
  have hZ := fun z (hz : z ∈ Icc a b) =>
    barrierIntegral_hasDerivWithinAt β hU.continuousOn hz
  have hcont : ContinuousOn (fun z => f z - c * barrierIntegral β U a z) (Icc a b) :=
    hf.smooth.continuousOn.sub
      (continuousOn_const.mul fun z hz => (hZ z hz).continuousWithinAt)
  -- constant flux: `f` and `c` times the barrier integral have the same slope
  have hd : ∀ z ∈ Ioo a b,
      HasDerivAt (fun z => f z - c * barrierIntegral β U a z) 0 z := by
    intro z hz
    have hfz : HasDerivAt f (deriv f z) z :=
      ((hf.smooth.differentiableOn (by norm_num)).differentiableAt
        (Icc_mem_nhds hz.1 hz.2)).hasDerivAt
    have hBz := (hZ z (Ioo_subset_Icc_self hz)).hasDerivAt (Icc_mem_nhds hz.1 hz.2)
    have hflux := (flux_constant β hU hf hz hm).trans hc.symm
    have he : Real.exp (-(β * U z)) * Real.exp (β * U z) = 1 := by
      rw [← Real.exp_add, neg_add_cancel, Real.exp_zero]
    refine (hfz.fun_sub (hBz.const_mul c)).congr_deriv ?_
    linear_combination Real.exp (β * U z) * hflux - deriv f z * he
  have hval : ∀ z ∈ Icc a b, f z = c * barrierIntegral β U a z := by
    intro z hz
    have h := eq_of_deriv_zero hz.1 (hcont.mono (Icc_subset_Icc_right hz.2))
      (fun y hy => hd y ⟨hy.1, hy.2.trans_le hz.2⟩)
    have h0 : barrierIntegral β U a a = 0 := by simp [barrierIntegral]
    simp only [hf.left, h0, mul_zero, sub_zero] at h
    linarith
  -- the value at `b` fixes the constant
  have hb := hval b (right_mem_Icc.mpr hab.le)
  rw [hf.right] at hb
  unfold committor
  rw [eq_div_iff (barrierIntegral_pos β hab hU.continuousOn).ne', hval x hx]
  linear_combination -barrierIntegral β U a x * hb
```

The simplest case is a flat potential, or β = 0. The integrand is then constant and the formula becomes q(x) = (x − a)/(b − a), the straight line expected for free diffusion between two absorbing ends.

## Monotonicity and mirror symmetry

Inside the interval I' = exp(βU) > 0, so I is strictly increasing on [a,b], and division by Z > 0 preserves this. Since q is also continuous, with q(a) = 0 and q(b) = 1, each value between 0 and 1 is taken at exactly one point, and the 1/2 point read from the table is well defined. Wells and barriers in U change the slope of q but never its sign. Continuity of U is enough for this result and for the two that follow, so they also cover potentials with kinks.

```lean
/-- For `a < b` and `U` continuous on `[a,b]`, the committor is strictly increasing
on `[a,b]`. -/
theorem committor_strictMonoOn (hab : a < b) (hU : ContinuousOn U (Icc a b)) :
    StrictMonoOn (committor β U a b) (Icc a b) := by
  have hd := fun x (hx : x ∈ Icc a b) =>
    barrierIntegral_hasDerivWithinAt β hU hx
  have hB : StrictMonoOn (barrierIntegral β U a) (Icc a b) := by
    refine strictMonoOn_of_deriv_pos (convex_Icc a b)
      (fun x hx => (hd x hx).continuousWithinAt) fun x hx => ?_
    rw [interior_Icc] at hx
    rw [((hd x (Ioo_subset_Icc_self hx)).hasDerivAt (Icc_mem_nhds hx.1 hx.2)).deriv]
    exact Real.exp_pos _
  intro x hx y hy hxy
  exact div_lt_div_of_pos_right (hB hx hy hxy) (barrierIntegral_pos β hab hU)
```

Suppose next that U(a+b−x) = U(x) for every x in [a,b], as for a symmetric double well with a and b placed at mirror-image positions. Substituting y = a+b−s,

I(a+b−x) = ∫ₓᵇ exp(βU(a+b−s)) ds = ∫ₓᵇ exp(βU(s)) ds = Z − I(x).

Division by Z gives

q(a+b−x) = 1 − q(x).

In the proof, `h1` is the substitution together with the symmetry of U, and `h2` splits the full integral at x.

```lean
/-- For `a < b` and `U` continuous on `[a,b]` and mirror-symmetric about the midpoint, the
committor values at mirror-image points of `[a,b]` add up to one. -/
theorem committor_reflect (hab : a < b) (hU : ContinuousOn U (Icc a b))
    (hsym : ∀ x ∈ Icc a b, U (a + b - x) = U x) {x : ℝ} (hx : x ∈ Icc a b) :
    committor β U a b (a + b - x) = 1 - committor β U a b x := by
  have hw : ContinuousOn (fun y => Real.exp (β * U y)) (Icc a b) :=
    (continuousOn_const.mul hU).rexp
  -- reflect the integration variable
  have h1 : barrierIntegral β U a (a + b - x) = ∫ y in x..b, Real.exp (β * U y) := by
    have h := intervalIntegral.integral_comp_sub_left (a := x) (b := b)
      (fun y => Real.exp (β * U y)) (a + b)
    rw [add_sub_cancel_right] at h
    unfold barrierIntegral
    rw [← h]
    apply intervalIntegral.integral_congr
    intro y hy
    rw [uIcc_of_le hx.2] at hy
    show Real.exp (β * U (a + b - y)) = Real.exp (β * U y)
    rw [hsym y ⟨hx.1.trans hy.1, hy.2⟩]
  have h2 : barrierIntegral β U a x + (∫ y in x..b, Real.exp (β * U y))
      = barrierIntegral β U a b :=
    intervalIntegral.integral_add_adjacent_intervals
      ((hw.mono (Icc_subset_Icc_right hx.2)).intervalIntegrable_of_Icc hx.1)
      ((hw.mono (Icc_subset_Icc_left hx.1)).intervalIntegrable_of_Icc hx.2)
  unfold committor
  rw [eq_sub_iff_add_eq, ← add_div, h1, add_comm, h2]
  exact div_self (barrierIntegral_pos β hab hU).ne'
```

The midpoint is its own mirror image, a+b−m = m, so q(m) = 1 − q(m), and

q(m) = 1/2.

For a symmetric potential this gives a quick test of a committor table: the entry at the midpoint should be 1/2 to within the quadrature error. Without the symmetry, the 1/2 point can lie away from the midpoint, and it need not coincide with the top of the barrier.

```lean
/-- For `a < b` and `U` continuous on `[a,b]` and mirror-symmetric about the midpoint, the
committor equals `1/2` at the midpoint. -/
theorem committor_midpoint (hab : a < b) (hU : ContinuousOn U (Icc a b))
    (hsym : ∀ x ∈ Icc a b, U (a + b - x) = U x) :
    committor β U a b ((a + b) / 2) = 1 / 2 := by
  have h := committor_reflect β hab hU hsym (x := (a + b) / 2)
    ⟨by linarith, by linarith⟩
  rw [show a + b - (a + b) / 2 = (a + b) / 2 by ring] at h
  linarith

end

end OverdampedCommittor
```

```lean
#print axioms OverdampedCommittor.barrierIntegral_hasDerivWithinAt
-- 'OverdampedCommittor.barrierIntegral_hasDerivWithinAt' depends on axioms: [propext, Classical.choice, Quot.sound]
#print axioms OverdampedCommittor.committor_unique_solution
-- 'OverdampedCommittor.committor_unique_solution' depends on axioms: [propext, Classical.choice, Quot.sound]
#print axioms OverdampedCommittor.committor_strictMonoOn
-- 'OverdampedCommittor.committor_strictMonoOn' depends on axioms: [propext, Classical.choice, Quot.sound]
#print axioms OverdampedCommittor.committor_midpoint
-- 'OverdampedCommittor.committor_midpoint' depends on axioms: [propext, Classical.choice, Quot.sound]
```
